# Equal-mass scattering with real momenta: possible exactly when $s+t+u=4m^2$ and at least two of $s,t,u$ are nonpositive

All four external momenta are counted as incoming, and their energies may have either sign. An outgoing particle with physical momentum $k$ then appears as $-k$, and a single condition covers all three channels, that is, the three ways of splitting the four particles into two pairs, one of them incoming and the other outgoing. The four momenta $p_0,p_1,p_2,p_3$ sum to zero, and each has Minkowski square $m^2$, where $m$ is the common mass, the signature is $(+,-,-,-)$ and $c=1$. The pair invariants are

$$s=(p_0+p_1)^2,\qquad t=(p_0+p_2)^2,\qquad u=(p_0+p_3)^2 .$$

The question is which real triples $(s,t,u)$ can occur. For electron–electron and electron–positron scattering in quantum electrodynamics, which are related by crossing, the answer gives the values of the invariants that real on-shell momenta can reach. It makes no statement about the amplitudes themselves.

In Lean 4 with Mathlib:

```lean
import Mathlib

namespace ThreePhysicalRegions

noncomputable section
```

## Minkowski product and scattering conditions

A four-vector is a function `Fin 4 → ℝ`, with component 0 the energy and components 1, 2, 3 the spatial momentum, in units with $c=1$. The product has signature $(+,-,-,-)$:

$$a\cdot b=a_0b_0-a_1b_1-a_2b_2-a_3b_3 .$$

A vector is timelike when its square $a\cdot a$ is positive.

```lean
/-- The Minkowski product of two four-vectors, with signature (+,-,-,-). -/
def mdot (a b : Fin 4 → ℝ) : ℝ :=
  a 0 * b 0 - a 1 * b 1 - a 2 * b 2 - a 3 * b 3
```

The predicate `IsScattering m s t u p` collects the conditions on a family `p` of four such vectors: conservation, the mass shell and the three definitions of the invariants. Since $m$ enters only through $m^2$, its sign is left free and $m=0$ is allowed. Spin, charge and the interaction do not appear.

```lean
/-- Four real momenta, all counted as incoming and with energies of either sign, that sum to
zero, have square `m ^ 2`, and have the pair invariants `s`, `t`, `u`. -/
structure IsScattering (m s t u : ℝ) (p : Fin 4 → Fin 4 → ℝ) : Prop where
  conservation : ∑ i, p i = 0
  mass_shell : ∀ i, mdot (p i) (p i) = m ^ 2
  s_eq : mdot (p 0 + p 1) (p 0 + p 1) = s
  t_eq : mdot (p 0 + p 2) (p 0 + p 2) = t
  u_eq : mdot (p 0 + p 3) (p 0 + p 3) = u
```

The sums $P=p_0+p_1$, $a=p_0+p_2$ and $b=p_0+p_3$ are the channel momenta, with squares $s$, $t$ and $u$. Conservation gives $P+a+b=3p_0+p_1+p_2+p_3=2p_0$, and the other external momenta follow by subtraction:

$$p_0=\tfrac12(P+a+b),\quad p_1=\tfrac12(P-a-b),\quad p_2=\tfrac12(a-P-b),\quad p_3=\tfrac12(b-P-a).$$

These formulas serve as a definition for arbitrary $P,a,b$.

```lean
/-- The four external momenta built from three channel momenta `P`, `a`, `b`. -/
def externalMomenta (P a b : Fin 4 → ℝ) : Fin 4 → Fin 4 → ℝ :=
  ![(1 / 2 : ℝ) • (P + a + b), (1 / 2 : ℝ) • (P - a - b),
    (1 / 2 : ℝ) • (a - P - b), (1 / 2 : ℝ) • (b - P - a)]
```

The product is symmetric, which is needed later when the roles of the channels are exchanged.

```lean
/-- The Minkowski product is symmetric. -/
theorem mdot_comm (a b : Fin 4 → ℝ) : mdot a b = mdot b a := by
  simp only [mdot]
  ring
```

## At most one of two orthogonal vectors is timelike

Let $a\cdot b=0$ and $a\cdot a>0$, and suppose that $b\cdot b>0$ as well. Write $\mathbf a,\mathbf b$ for the spatial parts. In absolute value, both energies then exceed the spatial lengths, so

$$|\mathbf a|^2|\mathbf b|^2<a_0^2b_0^2 .$$

Orthogonality says $\mathbf a\cdot\mathbf b=a_0b_0$, and the Cauchy–Schwarz inequality gives

$$a_0^2b_0^2=(\mathbf a\cdot\mathbf b)^2\le|\mathbf a|^2|\mathbf b|^2,$$

a contradiction. Hence $b\cdot b\le0$. In the code, `hcs` is the Cauchy–Schwarz step, obtained from the squares of the components of $\mathbf a\times\mathbf b$, and `hlt` is the strict inequality.

```lean
/-- A four-vector orthogonal to a timelike one has nonpositive square. -/
theorem nonpos_of_orthogonal_timelike {a b : Fin 4 → ℝ} (hab : mdot a b = 0)
    (ha : 0 < mdot a a) : mdot b b ≤ 0 := by
  by_contra hb
  have hb' : 0 < mdot b b := lt_of_not_ge hb
  simp only [mdot] at hab ha hb'
  -- Cauchy-Schwarz for the spatial parts
  have hcs : (a 1 * b 1 + a 2 * b 2 + a 3 * b 3) ^ 2 ≤
      (a 1 ^ 2 + a 2 ^ 2 + a 3 ^ 2) * (b 1 ^ 2 + b 2 ^ 2 + b 3 ^ 2) := by
    nlinarith [sq_nonneg (a 1 * b 2 - a 2 * b 1), sq_nonneg (a 1 * b 3 - a 3 * b 1),
      sq_nonneg (a 2 * b 3 - a 3 * b 2)]
  -- in absolute value, both energies exceed the lengths of the spatial parts
  have hlt : (a 1 ^ 2 + a 2 ^ 2 + a 3 ^ 2) * (b 1 ^ 2 + b 2 ^ 2 + b 3 ^ 2) <
      a 0 ^ 2 * b 0 ^ 2 :=
    mul_lt_mul'' (by nlinarith) (by nlinarith) (by positivity) (by positivity)
  have hE : a 1 * b 1 + a 2 * b 2 + a 3 * b 3 = a 0 * b 0 := by linarith
  rw [hE, mul_pow] at hcs
  linarith
```

## Equal masses make the channel momenta orthogonal

Expanding the three squares and using $p_1+p_2+p_3=-p_0$ gives the sum rule:

$$s+t+u=3p_0^2+p_1^2+p_2^2+p_3^2+2p_0\cdot(p_1+p_2+p_3)=6m^2-2m^2=4m^2 .$$

For orthogonality, the square of $p_3=-(p_0+p_1+p_2)$ is

$$p_3^2=p_0^2+p_1^2+p_2^2+2(p_0\cdot p_1+p_0\cdot p_2+p_1\cdot p_2).$$

Solving for the mixed products yields

$$(p_0+p_1)\cdot(p_0+p_2)=\tfrac12(p_0^2+p_3^2-p_1^2-p_2^2)=0 .$$

For the other two pairs, $p_0+p_3=-(p_1+p_2)$ leads to

$$(p_0+p_1)\cdot(p_0+p_3)=-\tfrac12(p_3^2+p_1^2-p_0^2-p_2^2)=0,$$

$$(p_0+p_2)\cdot(p_0+p_3)=-\tfrac12(p_3^2+p_2^2-p_0^2-p_1^2)=0 .$$

The proof eliminates $p_3$ in the same way, and each `linear_combination` line names the combination of equations that gives the result: the mass-shell equations and, for the sum rule, also the definitions of the invariants.

```lean
/-- For equal masses the invariants obey `s + t + u = 4 m ^ 2`, and the three channel momenta
are mutually orthogonal. -/
theorem IsScattering.sum_and_orthogonal {m s t u : ℝ} {p : Fin 4 → Fin 4 → ℝ}
    (h : IsScattering m s t u p) :
    s + t + u = 4 * m ^ 2 ∧ mdot (p 0 + p 1) (p 0 + p 2) = 0 ∧
      mdot (p 0 + p 1) (p 0 + p 3) = 0 ∧ mdot (p 0 + p 2) (p 0 + p 3) = 0 := by
  -- eliminate the last momentum by conservation
  have h3 : p 3 = -(p 0 + p 1 + p 2) := by
    have hc := h.conservation
    rw [Fin.sum_univ_four] at hc
    funext k
    have hk := congrFun hc k
    simp only [Pi.add_apply, Pi.neg_apply, Pi.zero_apply] at hk ⊢
    linarith
  have M0 := h.mass_shell 0
  have M1 := h.mass_shell 1
  have M2 := h.mass_shell 2
  have M3 := h.mass_shell 3
  have S := h.s_eq
  have T := h.t_eq
  have U := h.u_eq
  rw [h3] at M3 U ⊢
  simp only [mdot, Pi.add_apply, Pi.neg_apply] at M0 M1 M2 M3 S T U ⊢
  refine ⟨?_, ?_, ?_, ?_⟩
  · linear_combination M0 + M1 + M2 + M3 - S - T - U
  · linear_combination (M3 - M1 - M2 + M0) / 2
  · linear_combination -(M3 - M0 - M2 + M1) / 2
  · linear_combination -(M3 - M0 - M1 + M2) / 2
```

Equal masses matter here. Take $p_0=(3,0,0,0)$ and $p_1=p_2=p_3=(-1,0,0,0)$. The sum is zero, but the masses are $3,1,1,1$, and $s=t=u=4$. All three invariants are positive, so the condition on signs fails once the masses may differ.

## From orthogonal channel momenta back to particles

Conversely, let $P,a,b$ be mutually orthogonal with squares $s,t,u$, and let $s+t+u=4m^2$. In the half-sums above, each of $P,a,b$ occurs twice with a plus sign and twice with a minus sign, so the four momenta add to zero. Adding the first to each of the others returns $P$, $a$ and $b$. The cross terms in every square vanish by orthogonality, whatever the signs, and therefore

$$p_i^2=\tfrac14(s+t+u)=m^2\qquad(i=0,1,2,3).$$

The tactic `module` checks the linear identities between vectors. The four cases after `fin_cases` are the four mass-shell conditions.

```lean
/-- Mutually orthogonal channel momenta with squares `s`, `t`, `u` summing to `4 m ^ 2` yield
external momenta with these invariants and mass `m`. -/
theorem isScattering_externalMomenta {m s t u : ℝ} {P a b : Fin 4 → ℝ}
    (hsum : s + t + u = 4 * m ^ 2)
    (hP : mdot P P = s) (ha : mdot a a = t) (hb : mdot b b = u)
    (hPa : mdot P a = 0) (hPb : mdot P b = 0) (hab : mdot a b = 0) :
    IsScattering m s t u (externalMomenta P a b) := by
  have e1 : externalMomenta P a b 0 + externalMomenta P a b 1 = P := by
    show (1 / 2 : ℝ) • (P + a + b) + (1 / 2 : ℝ) • (P - a - b) = P
    module
  have e2 : externalMomenta P a b 0 + externalMomenta P a b 2 = a := by
    show (1 / 2 : ℝ) • (P + a + b) + (1 / 2 : ℝ) • (a - P - b) = a
    module
  have e3 : externalMomenta P a b 0 + externalMomenta P a b 3 = b := by
    show (1 / 2 : ℝ) • (P + a + b) + (1 / 2 : ℝ) • (b - P - a) = b
    module
  refine ⟨?_, ?_, by rw [e1, hP], by rw [e2, ha], by rw [e3, hb]⟩
  · rw [Fin.sum_univ_four]
    show (1 / 2 : ℝ) • (P + a + b) + (1 / 2 : ℝ) • (P - a - b) +
      (1 / 2 : ℝ) • (a - P - b) + (1 / 2 : ℝ) • (b - P - a) = 0
    module
  · -- every external momentum has square (s + t + u) / 4
    simp only [mdot] at hP ha hb hPa hPb hab
    have sq : ∀ v : Fin 4 → ℝ, mdot ((1 / 2 : ℝ) • v) ((1 / 2 : ℝ) • v) = mdot v v / 4 := by
      intro v
      simp only [mdot, Pi.smul_apply, smul_eq_mul]
      ring
    have h0 := sq (P + a + b)
    have h1 := sq (P - a - b)
    have h2 := sq (a - P - b)
    have h3 := sq (b - P - a)
    intro i
    fin_cases i
    · refine h0.trans ?_
      simp only [mdot, Pi.add_apply]
      linear_combination (hP + ha + hb + hsum) / 4 + (hPa + hPb + hab) / 2
    · refine h1.trans ?_
      simp only [mdot, Pi.sub_apply]
      linear_combination (hP + ha + hb + hsum) / 4 + (hab - hPa - hPb) / 2
    · refine h2.trans ?_
      simp only [mdot, Pi.sub_apply]
      linear_combination (hP + ha + hb + hsum) / 4 + (hPb - hPa - hab) / 2
    · refine h3.trans ?_
      simp only [mdot, Pi.sub_apply]
      linear_combination (hP + ha + hb + hsum) / 4 + (hPa - hPb - hab) / 2
```

## The existence criterion

For given real $m,s,t,u$, the theorem says that a suitable family of momenta exists if and only if $s+t+u=4m^2$ and at least two invariants are nonpositive. The sum rule is part of the right-hand side, not an assumption made beforehand.

If momenta exist, the sum rule and the orthogonality of the channel momenta hold. Were two invariants positive, two orthogonal channel momenta would both be timelike, which is impossible. The implications `k1`, `k2` and `k3` state this for the three pairs.

For the converse, suppose that $t,u\le0$. Then $s=4m^2-t-u\ge0$, and the vectors

$$P=(\sqrt s,0,0,0),\quad a=(0,\sqrt{-t},0,0),\quad b=(0,0,\sqrt{-u},0)$$

are orthogonal with squares $s,t,u$. The half-sums are the required momenta. If instead $t$ or $u$ is the invariant left over, its channel momentum takes the time axis. The auxiliary statement `frame` supplies the three vectors, and the last three cases assign them to the channels.

```lean
/-- Four real momenta of mass `m` with zero sum and pair invariants `s`, `t`, `u` exist if and
only if `s + t + u = 4 m ^ 2` and at least two of the invariants are nonpositive. -/
theorem exists_scattering_iff (m s t u : ℝ) :
    (∃ p, IsScattering m s t u p) ↔
      s + t + u = 4 * m ^ 2 ∧ ((s ≤ 0 ∧ t ≤ 0) ∨ (s ≤ 0 ∧ u ≤ 0) ∨ (t ≤ 0 ∧ u ≤ 0)) := by
  constructor
  · rintro ⟨p, h⟩
    obtain ⟨hsum, hst, hsu, htu⟩ := h.sum_and_orthogonal
    refine ⟨hsum, ?_⟩
    -- no two orthogonal channel momenta are both timelike
    have k1 : 0 < s → t ≤ 0 := fun hs =>
      h.t_eq ▸ nonpos_of_orthogonal_timelike hst (h.s_eq.symm ▸ hs)
    have k2 : 0 < s → u ≤ 0 := fun hs =>
      h.u_eq ▸ nonpos_of_orthogonal_timelike hsu (h.s_eq.symm ▸ hs)
    have k3 : 0 < t → u ≤ 0 := fun ht =>
      h.u_eq ▸ nonpos_of_orthogonal_timelike htu (h.t_eq.symm ▸ ht)
    rcases le_or_gt s 0 with hs | hs
    · rcases le_or_gt t 0 with ht | ht
      · exact Or.inl ⟨hs, ht⟩
      · exact Or.inr (Or.inl ⟨hs, k3 ht⟩)
    · exact Or.inr (Or.inr ⟨k1 hs, k2 hs⟩)
  · -- one channel momentum along time, the other two along space axes
    have frame : ∀ x y z : ℝ, 0 ≤ x → y ≤ 0 → z ≤ 0 → ∃ P a b : Fin 4 → ℝ,
        mdot P P = x ∧ mdot a a = y ∧ mdot b b = z ∧
          mdot P a = 0 ∧ mdot P b = 0 ∧ mdot a b = 0 := by
      intro x y z hx hy hz
      have hy' : 0 ≤ -y := by linarith
      have hz' : 0 ≤ -z := by linarith
      refine ⟨![√x, 0, 0, 0], ![0, √(-y), 0, 0], ![0, 0, √(-z), 0], ?_, ?_, ?_, ?_, ?_, ?_⟩
      · simp [mdot, Real.mul_self_sqrt hx]
      · simp [mdot, Real.mul_self_sqrt hy']
      · simp [mdot, Real.mul_self_sqrt hz']
      all_goals simp [mdot]
    have hm := sq_nonneg m
    rintro ⟨hsum, ⟨h1, h2⟩ | ⟨h1, h2⟩ | ⟨h1, h2⟩⟩
    · obtain ⟨P, a, b, hP, ha, hb, hPa, hPb, hab⟩ := frame u s t (by linarith) h1 h2
      exact ⟨_, isScattering_externalMomenta hsum ha hb hP hab
        ((mdot_comm _ _).trans hPa) ((mdot_comm _ _).trans hPb)⟩
    · obtain ⟨P, a, b, hP, ha, hb, hPa, hPb, hab⟩ := frame t s u (by linarith) h1 h2
      exact ⟨_, isScattering_externalMomenta hsum ha hP hb
        ((mdot_comm _ _).trans hPa) hab hPb⟩
    · obtain ⟨P, a, b, hP, ha, hb, hPa, hPb, hab⟩ := frame s t u (by linarith) h1 h2
      exact ⟨_, isScattering_externalMomenta hsum hP ha hb hPa hPb hab⟩
```

## Three regions in the plane of invariants

If $t,u\le0$, the sum rule gives $s=4m^2-t-u\ge4m^2$. The same holds with the roles exchanged, so the allowed set is the union of three regions, in each of which one invariant is at least $4m^2$ and the other two are nonpositive. For $m\ne0$ the large invariant is the squared centre-of-mass energy of the corresponding channel, and $4m^2$ is its threshold, where two particles of mass $m$ are at relative rest.

```lean
/-- Suitable momenta exist if and only if `s + t + u = 4 m ^ 2`, one invariant is at least `4 m ^ 2`
and the other two are nonpositive. -/
theorem exists_scattering_iff_regions (m s t u : ℝ) :
    (∃ p, IsScattering m s t u p) ↔ s + t + u = 4 * m ^ 2 ∧
      ((4 * m ^ 2 ≤ s ∧ t ≤ 0 ∧ u ≤ 0) ∨ (4 * m ^ 2 ≤ t ∧ s ≤ 0 ∧ u ≤ 0) ∨
        (4 * m ^ 2 ≤ u ∧ s ≤ 0 ∧ t ≤ 0)) := by
  rw [exists_scattering_iff]
  constructor
  · rintro ⟨h, ⟨h1, h2⟩ | ⟨h1, h2⟩ | ⟨h1, h2⟩⟩
    · exact ⟨h, Or.inr (Or.inr ⟨by linarith, h1, h2⟩)⟩
    · exact ⟨h, Or.inr (Or.inl ⟨by linarith, h1, h2⟩)⟩
    · exact ⟨h, Or.inl ⟨by linarith, h1, h2⟩⟩
  · rintro ⟨h, ⟨_, h1, h2⟩ | ⟨_, h1, h2⟩ | ⟨_, h1, h2⟩⟩
    · exact ⟨h, Or.inr (Or.inr ⟨h1, h2⟩)⟩
    · exact ⟨h, Or.inr (Or.inl ⟨h1, h2⟩)⟩
    · exact ⟨h, Or.inl ⟨h1, h2⟩⟩
```

For $m\ne0$ no two of the regions share a point: two invariants of at least $4m^2>0$ would both be positive, while at most one may be. The condition $m\ne0$ is needed, because for $m=0$ the momenta $k,k,-k,-k$ with $k=(1,1,0,0)$ realise $s=t=u=0$, which lies in all three regions.

```lean
/-- For nonzero mass, if real momenta with invariants `s`, `t`, `u` exist, then no two of these
invariants both reach `4 m ^ 2`. -/
theorem regions_disjoint {m s t u : ℝ} (hm : m ≠ 0) (h : ∃ p, IsScattering m s t u p) :
    ¬(4 * m ^ 2 ≤ s ∧ 4 * m ^ 2 ≤ t) ∧ ¬(4 * m ^ 2 ≤ s ∧ 4 * m ^ 2 ≤ u) ∧
      ¬(4 * m ^ 2 ≤ t ∧ 4 * m ^ 2 ≤ u) := by
  have hm2 : 0 < m ^ 2 := by positivity
  obtain ⟨_, h' | h' | h'⟩ := (exists_scattering_iff m s t u).1 h <;>
    refine ⟨?_, ?_, ?_⟩ <;> rintro ⟨h1, h2⟩ <;> linarith [h'.1, h'.2]
```

The symmetric point $s=t=u=4m^2/3$ satisfies the sum rule, but for $m\ne0$ all three invariants are positive there. No real on-shell momenta reach it, so an on-shell amplitude quoted at this point refers to a continuation away from real momenta.

```lean
/-- For nonzero mass, no real momenta realise the symmetric point `s = t = u = 4 m ^ 2 / 3`. -/
theorem symmetric_point_unphysical {m : ℝ} (hm : m ≠ 0) :
    ¬∃ p, IsScattering m (4 * m ^ 2 / 3) (4 * m ^ 2 / 3) (4 * m ^ 2 / 3) p := by
  have hm2 : 0 < m ^ 2 := by positivity
  intro h
  obtain ⟨_, h' | h' | h'⟩ := (exists_scattering_iff _ _ _ _).1 h <;> linarith [h'.1]
```

## Motion along one axis

Suppose that the spatial parts of all four momenta lie along axis 1. The channel momenta then lie in a two-dimensional plane and are linearly dependent, so their Gram determinant vanishes:

$$P^2a^2b^2+2(P\cdot a)(P\cdot b)(a\cdot b)-P^2(a\cdot b)^2-a^2(P\cdot b)^2-b^2(P\cdot a)^2=0 .$$

Orthogonality removes every term except the first, which leaves $stu=0$. The code fixes the axis by requiring components 2 and 3 of each momentum to be zero, and `gram` is the determinant identity.

Without this restriction the product need not vanish: $m=1$, $s=6$, $t=u=-1$ satisfies the existence criterion and has $stu=6$.

```lean
/-- If all four momenta have spatial parts along axis 1, then `s * t * u = 0`. -/
theorem collinear_boundary {m s t u : ℝ} {p : Fin 4 → Fin 4 → ℝ}
    (h : IsScattering m s t u p) (h2 : ∀ i, p i 2 = 0) (h3 : ∀ i, p i 3 = 0) :
    s * t * u = 0 := by
  obtain ⟨_, hst, hsu, htu⟩ := h.sum_and_orthogonal
  -- the Gram determinant of three vectors in a plane vanishes
  have gram : ∀ P a b : Fin 4 → ℝ, P 2 = 0 → P 3 = 0 → a 2 = 0 → a 3 = 0 → b 2 = 0 → b 3 = 0 →
      mdot P P * mdot a a * mdot b b = mdot P P * mdot a b ^ 2 + mdot a a * mdot P b ^ 2 +
        mdot b b * mdot P a ^ 2 - 2 * mdot P a * mdot P b * mdot a b := by
    intro P a b q1 q2 q3 q4 q5 q6
    simp only [mdot, q1, q2, q3, q4, q5, q6]
    ring
  have g := gram (p 0 + p 1) (p 0 + p 2) (p 0 + p 3) (by simp [h2]) (by simp [h3])
    (by simp [h2]) (by simp [h3]) (by simp [h2]) (by simp [h3])
  rw [hst, hsu, htu, h.s_eq, h.t_eq, h.u_eq] at g
  linarith

end

end ThreePhysicalRegions
```

```lean
#print axioms ThreePhysicalRegions.exists_scattering_iff
-- 'ThreePhysicalRegions.exists_scattering_iff' depends on axioms: [propext, Classical.choice, Quot.sound]
#print axioms ThreePhysicalRegions.exists_scattering_iff_regions
-- 'ThreePhysicalRegions.exists_scattering_iff_regions' depends on axioms: [propext, Classical.choice, Quot.sound]
#print axioms ThreePhysicalRegions.symmetric_point_unphysical
-- 'ThreePhysicalRegions.symmetric_point_unphysical' depends on axioms: [propext, Classical.choice, Quot.sound]
#print axioms ThreePhysicalRegions.collinear_boundary
-- 'ThreePhysicalRegions.collinear_boundary' depends on axioms: [propext, Classical.choice, Quot.sound]
```
